# The Schur test and a bound on the discretised Hartree energy

## A bound that deteriorates as the grid is refined

Suppose the Hartree energy on a grid is estimated by pulling out the largest entry of the interaction kernel. For the Coulomb kernel in atomic units on a uniform three-dimensional grid of spacing h, neighbouring points already give an entry 1/h, so at fixed nonzero total charge the estimate grows without limit as h shrinks. The singularity is integrable, however. In a fixed box, with the diagonal entries regularised to order 1/h, the kernel summed over one index with the quadrature weights stays bounded.

The Schur test uses such sums instead of the largest entry. On a finite grid with nonnegative weights and a symmetric kernel, it bounds the Hartree energy by a constant times the weighted sum of the squared density, where the constant is half of any common bound on the weighted sums of the kernel's absolute values. For the Coulomb kernel just described, this bound stays finite under refinement if the weighted sum of the squared density stays bounded. Fixing the total charge alone does not ensure that, because the charge may concentrate on a single grid point.

## Row sums, column sums and the coupling

Let K be a real matrix with finitely many rows i and columns j, and let u and v be real vectors. Write

B(u,v) = ∑_i ∑_j K_ij u_i v_j,  ‖u‖ = √(∑_i u_i²).

If ∑_j |K_ij| ≤ R for every i and ∑_i |K_ij| ≤ C for every j, then

|B(u,v)| ≤ √(R C) ‖u‖ ‖v‖.

To derive this, split each term into two factors that each carry one square root of |K_ij|:

|K_ij u_i v_j| = (√|K_ij| |u_i|) (√|K_ij| |v_j|).

The Cauchy-Schwarz inequality over all pairs (i,j) gives

B(u,v)² ≤ (∑_i (∑_j |K_ij|) u_i²) (∑_j (∑_i |K_ij|) v_j²).

The first factor is at most R‖u‖² and the second at most C‖v‖². Both factors are nonnegative, so the bounds may be multiplied, and the square root gives the claim. If an index set is empty, both sides are zero.

Equality occurs for the all-ones matrix with M rows and N columns. Its row sums are N and its column sums M, and on constant vectors of entries 1 both sides equal MN. For M, N ≥ 1, the normalised vectors with entries 1/√M and 1/√N give B = √(MN) = √(R C).

## From the matrix to the Hartree energy

Let a grid have weights w_i ≥ 0 and a symmetric kernel k_ij. The mutual energy of two densities ρ and σ, and the Hartree energy, are

E(ρ,σ) = ∑_i ∑_j w_i w_j k_ij ρ_i σ_j,  E_H(ρ) = ½ E(ρ,ρ).

Assume ∑_j w_j |k_ij| ≤ R at every grid point i. Physically, R limits the potential that a density of magnitude at most 1 can produce at any grid point.

The mutual energy is a coupling with K_ij = w_i w_j k_ij, whose row sums satisfy

∑_j |K_ij| = w_i ∑_j w_j |k_ij| ≤ R w_i.

By symmetry the column sums are at most R w_j. Inserting both into the Cauchy-Schwarz estimate gives

E(ρ,σ)² ≤ R² (∑_i w_i ρ_i²) (∑_j w_j σ_j²).

On a nonempty grid R ≥ 0, so the root of R² is R; on an empty grid the energy vanishes. Setting σ = ρ and halving yields

|E_H(ρ)| ≤ (R/2) ∑_i w_i ρ_i².

## Two grid points without symmetry

Take w = (1,1), k_11 = k_21 = 1 and k_12 = k_22 = 0. The row sums are 1, so R = 1 is allowed. For ρ = (2,1) the energy is ½(4 + 2) = 3, while the bound would be 5/2. The row condition alone is therefore not enough. Symmetry enters the derivation only to supply the column condition ∑_i w_i |k_ij| ≤ R, which fails here because the first column sums to 2.

## How the Lean statements express the physics

The finite types `m` and `n` label rows and columns; for the energies, `m` labels grid points. `coupling K u v` is B(u,v), and `vecNorm` is the Euclidean norm, written out because Mathlib's default norm on `m → ℝ` is the maximum norm. `gridNorm w ρ` is √(∑_i w_i ρ_i²), while `mutualEnergy` and `hartree` are E and E_H, with the factor ½ in the latter. Densities may take either sign, and units are absorbed into `k`.

In `schur_test`, `hrow` and `hcol` are the two sum conditions. This is the unweighted test for finite real matrices; versions with positive comparison vectors or integral operators are more general. In the energy theorems, `hw` says that the weights are nonnegative, `hk` that the kernel is symmetric, and `hR` that its weighted row sums are bounded. The last condition is assumed, not derived for a Coulomb kernel, and no continuum limit is taken.

```lean
import Mathlib

open Matrix

namespace SchurTestHartree

noncomputable section

variable {m n : Type*} [Fintype m] [Fintype n]

/-- The interaction sum `∑ K_ij u_i v_j` of two vectors coupled by a real matrix. -/
def coupling (K : Matrix m n ℝ) (u : m → ℝ) (v : n → ℝ) : ℝ :=
  ∑ i, ∑ j, K i j * u i * v j

/-- The Euclidean norm of a real vector. -/
def vecNorm (u : m → ℝ) : ℝ := √(∑ i, u i ^ 2)

/-- The weighted size `√(∑ w_i ρ_i²)` of a density on a grid with quadrature weights `w ≥ 0`; it is
a norm if all weights are positive and a seminorm otherwise. -/
def gridNorm (w ρ : m → ℝ) : ℝ := √(∑ i, w i * ρ i ^ 2)

/-- The mutual interaction energy of two densities on a grid with weights `w` and kernel `k`. -/
def mutualEnergy (w : m → ℝ) (k : Matrix m m ℝ) (ρ σ : m → ℝ) : ℝ :=
  ∑ i, ∑ j, w i * w j * k i j * ρ i * σ j

/-- The discretised Hartree energy: half the interaction energy of a density with itself. -/
def hartree (w : m → ℝ) (k : Matrix m m ℝ) (ρ : m → ℝ) : ℝ :=
  1 / 2 * mutualEnergy w k ρ ρ

/-- Cauchy-Schwarz over pairs of sites: the squared coupling is at most the product of the
squared amplitudes summed with the absolute row sums and with the absolute column sums. -/
theorem coupling_sq_le (K : Matrix m n ℝ) (u : m → ℝ) (v : n → ℝ) :
    coupling K u v ^ 2 ≤
      (∑ i, (∑ j, |K i j|) * u i ^ 2) * (∑ j, (∑ i, |K i j|) * v j ^ 2) := by
  have hf : ∀ x : m × n, 0 ≤ |K x.1 x.2| * u x.1 ^ 2 := fun x => by positivity
  have hg : ∀ x : m × n, 0 ≤ |K x.1 x.2| * v x.2 ^ 2 := fun x => by positivity
  have hr : ∀ x : m × n, (K x.1 x.2 * u x.1 * v x.2) ^ 2 =
      (|K x.1 x.2| * u x.1 ^ 2) * (|K x.1 x.2| * v x.2 ^ 2) := fun x => by
    linear_combination (-(u x.1 ^ 2 * v x.2 ^ 2)) * sq_abs (K x.1 x.2)
  -- Cauchy-Schwarz: each of the two sums on the right carries one factor |K|
  have h : (∑ x : m × n, K x.1 x.2 * u x.1 * v x.2) ^ 2 ≤
      (∑ x : m × n, |K x.1 x.2| * u x.1 ^ 2) * (∑ x : m × n, |K x.1 x.2| * v x.2 ^ 2) :=
    Finset.sum_sq_le_sum_mul_sum_of_sq_le_mul _ (fun x _ => hf x) (fun x _ => hg x)
      (fun x _ => (hr x).le)
  have e1 : ∑ x : m × n, K x.1 x.2 * u x.1 * v x.2 = coupling K u v := by
    simp only [coupling, Fintype.sum_prod_type]
  have e2 : ∑ x : m × n, |K x.1 x.2| * u x.1 ^ 2 = ∑ i, (∑ j, |K i j|) * u i ^ 2 := by
    simp only [Fintype.sum_prod_type, Finset.sum_mul]
  have e3 : ∑ x : m × n, |K x.1 x.2| * v x.2 ^ 2 = ∑ j, (∑ i, |K i j|) * v j ^ 2 := by
    simp only [Fintype.sum_prod_type_right, Finset.sum_mul]
  rwa [e1, e2, e3] at h

/-- If the row-sum and column-sum terms are at most `R U` and `C V` with `U, V ≥ 0`, the
coupling is at most `√(R C) √U √V` in absolute value. -/
theorem abs_coupling_le (K : Matrix m n ℝ) (u : m → ℝ) (v : n → ℝ) {R C U V : ℝ}
    (hU : 0 ≤ U) (hV : 0 ≤ V) (hrow : ∑ i, (∑ j, |K i j|) * u i ^ 2 ≤ R * U)
    (hcol : ∑ j, (∑ i, |K i j|) * v j ^ 2 ≤ C * V) :
    |coupling K u v| ≤ √(R * C) * √U * √V := by
  have h1 : 0 ≤ ∑ i, (∑ j, |K i j|) * u i ^ 2 := by positivity
  have h2 : 0 ≤ ∑ j, (∑ i, |K i j|) * v j ^ 2 := by positivity
  have h : coupling K u v ^ 2 ≤ R * C * U * V :=
    calc coupling K u v ^ 2 ≤ _ := coupling_sq_le K u v
      _ ≤ (R * U) * (C * V) := mul_le_mul hrow hcol h2 (h1.trans hrow)
      _ = R * C * U * V := by ring
  have h3 := Real.abs_le_sqrt h
  rwa [Real.sqrt_mul' _ hV, Real.sqrt_mul' _ hU] at h3

/-- Schur test: if all absolute row sums of `K` are at most `R` and all absolute column sums at
most `C`, then `|∑ K_ij u_i v_j| ≤ √(R C) ‖u‖ ‖v‖`. -/
theorem schur_test (K : Matrix m n ℝ) {R C : ℝ} (hrow : ∀ i, ∑ j, |K i j| ≤ R)
    (hcol : ∀ j, ∑ i, |K i j| ≤ C) (u : m → ℝ) (v : n → ℝ) :
    |coupling K u v| ≤ √(R * C) * vecNorm u * vecNorm v := by
  refine abs_coupling_le _ _ _ (Finset.sum_nonneg fun i _ => sq_nonneg (u i))
    (Finset.sum_nonneg fun j _ => sq_nonneg (v j)) ?_ ?_
  · rw [Finset.mul_sum]
    exact Finset.sum_le_sum fun i _ => mul_le_mul_of_nonneg_right (hrow i) (sq_nonneg _)
  · rw [Finset.mul_sum]
    exact Finset.sum_le_sum fun j _ => mul_le_mul_of_nonneg_right (hcol j) (sq_nonneg _)

/-- The all-ones matrix, with row sums `|n|` and column sums `|m|`, attains equality in the Schur
test on the vectors with all entries 1. For nonempty `m` and `n` this shows that the constant is
sharp. -/
theorem schur_test_sharp :
    (∀ i : m, ∑ j : n, |(Matrix.of fun _ _ => 1 : Matrix m n ℝ) i j| = Fintype.card n) ∧
    (∀ j : n, ∑ i : m, |(Matrix.of fun _ _ => 1 : Matrix m n ℝ) i j| = Fintype.card m) ∧
    |coupling (Matrix.of fun _ _ => 1 : Matrix m n ℝ) (fun _ => 1) (fun _ => 1)| =
      √((Fintype.card n : ℝ) * Fintype.card m) *
        vecNorm (fun _ : m => 1) * vecNorm (fun _ : n => 1) := by
  refine ⟨fun i => by simp, fun j => by simp, ?_⟩
  have h : coupling (Matrix.of fun _ _ => 1 : Matrix m n ℝ) (fun _ => 1) (fun _ => 1) =
      (Fintype.card m : ℝ) * Fintype.card n := by simp [coupling]
  have h1 : vecNorm (fun _ : m => 1) = √(Fintype.card m : ℝ) := by simp [vecNorm]
  have h2 : vecNorm (fun _ : n => 1) = √(Fintype.card n : ℝ) := by simp [vecNorm]
  have hm := Real.mul_self_sqrt (Nat.cast_nonneg (α := ℝ) (Fintype.card m))
  have hn := Real.mul_self_sqrt (Nat.cast_nonneg (α := ℝ) (Fintype.card n))
  rw [h, h1, h2, abs_of_nonneg (by positivity), Real.sqrt_mul (Nat.cast_nonneg _)]
  linear_combination (-(√(Fintype.card n : ℝ) * √(Fintype.card n : ℝ))) * hm
    - (Fintype.card m : ℝ) * hn

/-- For nonnegative grid weights and a symmetric kernel with `∑_j w_j |k_ij| ≤ R` at every grid
point, the mutual energy of two densities is at most `R ‖ρ‖ ‖σ‖` in absolute value, with grid
norms. -/
theorem abs_mutualEnergy_le (w : m → ℝ) (k : Matrix m m ℝ) {R : ℝ} (hw : ∀ i, 0 ≤ w i)
    (hk : ∀ i j, k i j = k j i) (hR : ∀ i, ∑ j, w j * |k i j| ≤ R) (ρ σ : m → ℝ) :
    |mutualEnergy w k ρ σ| ≤ R * gridNorm w ρ * gridNorm w σ := by
  rcases isEmpty_or_nonempty m with hm | ⟨⟨i₀⟩⟩
  · simp [mutualEnergy, gridNorm]
  have hR0 : 0 ≤ R :=
    (Finset.sum_nonneg fun j _ => mul_nonneg (hw j) (abs_nonneg (k i₀ j))).trans (hR i₀)
  have row : ∀ (f : m → ℝ) (i : m),
      (∑ j, |w i * w j * k i j|) * f i ^ 2 ≤ R * (w i * f i ^ 2) := fun f i => by
    have e : ∑ j, |w i * w j * k i j| = w i * ∑ j, w j * |k i j| := by
      rw [Finset.mul_sum]
      refine Finset.sum_congr rfl fun j _ => ?_
      rw [abs_mul, abs_of_nonneg (mul_nonneg (hw i) (hw j)), mul_assoc]
    rw [e]
    have h := mul_le_mul_of_nonneg_left (hR i) (mul_nonneg (hw i) (sq_nonneg (f i)))
    linarith
  have h : |coupling (fun i j => w i * w j * k i j) ρ σ| ≤
      √(R * R) * gridNorm w ρ * gridNorm w σ := by
    refine abs_coupling_le _ _ _ (Finset.sum_nonneg fun i _ => mul_nonneg (hw i) (sq_nonneg _))
      (Finset.sum_nonneg fun i _ => mul_nonneg (hw i) (sq_nonneg _)) ?_ ?_
    · rw [Finset.mul_sum]
      exact Finset.sum_le_sum fun i _ => row ρ i
    · rw [Finset.mul_sum]
      refine Finset.sum_le_sum fun j _ => ?_
      -- symmetry of the kernel turns column sums into row sums
      have e : ∑ i, |w i * w j * k i j| = ∑ i, |w j * w i * k j i| :=
        Finset.sum_congr rfl fun i _ => by rw [hk i j, mul_comm (w i)]
      calc (∑ i, |w i * w j * k i j|) * σ j ^ 2
          = (∑ i, |w j * w i * k j i|) * σ j ^ 2 := by rw [e]
        _ ≤ R * (w j * σ j ^ 2) := row σ j
  rw [Real.sqrt_mul_self hR0] at h
  exact h

/-- For nonnegative weights and a symmetric kernel with `∑_j w_j |k_ij| ≤ R` at every grid point,
the Hartree energy is at most `(R/2) ∑ w ρ²` in absolute value. -/
theorem abs_hartree_le (w : m → ℝ) (k : Matrix m m ℝ) {R : ℝ} (hw : ∀ i, 0 ≤ w i)
    (hk : ∀ i j, k i j = k j i) (hR : ∀ i, ∑ j, w j * |k i j| ≤ R) (ρ : m → ℝ) :
    |hartree w k ρ| ≤ R / 2 * ∑ i, w i * ρ i ^ 2 := by
  have h := abs_mutualEnergy_le w k hw hk hR ρ ρ
  have e : gridNorm w ρ * gridNorm w ρ = ∑ i, w i * ρ i ^ 2 :=
    Real.mul_self_sqrt (Finset.sum_nonneg fun i _ => mul_nonneg (hw i) (sq_nonneg _))
  rw [mul_assoc, e] at h
  rw [hartree, abs_mul, abs_of_pos (by norm_num : (0 : ℝ) < 1 / 2)]
  linarith

end

end SchurTestHartree
```

```lean
#print axioms SchurTestHartree.schur_test
-- 'SchurTestHartree.schur_test' depends on axioms: [propext, Classical.choice, Quot.sound]
#print axioms SchurTestHartree.schur_test_sharp
-- 'SchurTestHartree.schur_test_sharp' depends on axioms: [propext, Classical.choice, Quot.sound]
#print axioms SchurTestHartree.abs_hartree_le
-- 'SchurTestHartree.abs_hartree_le' depends on axioms: [propext, Classical.choice, Quot.sound]
```

## Cauchy-Schwarz over pairs, then two sets of sums

`coupling_sq_le` applies Cauchy-Schwarz over `m × n` in a form that needs only two nonnegative functions whose product bounds the squared term. The identity `hr` provides this, so √|K_ij| never has to be written. The equations `e1`, `e2` and `e3` turn sums over pairs into the coupling, the row-sum term and the column-sum term.

`abs_coupling_le` multiplies the bounds `R * U` and `C * V` and takes the root with `Real.abs_le_sqrt`. Leaving `U` and `V` general lets it serve both norms. `schur_test` chooses the sums of squares and checks the two bounds term by term. `schur_test_sharp` evaluates both sides for the all-ones matrix.

`abs_mutualEnergy_le` first separates off the empty grid and obtains `hR0`, the nonnegativity of R. Its step `row` is the estimate with R w_i, and the later identity `e` uses `hk` to turn column sums into row sums. It calls `abs_coupling_le` directly, since the bound R w_i on these sums varies with the grid point. Finally, `abs_hartree_le` sets both densities equal, replaces the product of the two grid norms by ∑_i w_i ρ_i², and includes the factor ½.
